# Samples at r distinct nonreal points fix the coefficients of r given distinct real poles

Take the pole positions as given and only their coefficients as unknown. Fitting a Green's function on the imaginary axis is then a linear problem. For real poles $e_0,\dots,e_{r-1}$ and complex coefficients $c_k$, write

$$G(z)=\sum_{k=0}^{r-1}\frac{c_k}{z-e_k}.$$

The coefficients are not required to be positive or to obey a sum rule, so $G$ may be a diagonal or off-diagonal component of a Green's function whose poles all lie among the $e_k$, or a function with no physical meaning. The claim is that if the $e_k$ are distinct and $z_0,\dots,z_{r-1}$ are distinct nonreal points, then for all complex data $y_j$ exactly one vector $c$ satisfies $G(z_j)=y_j$ for every $j$.

## Counting the roots of the numerator

For $r=0$ there is only the empty vector. Let $r\ge 1$ and bring the sum to a common denominator:

$$P(z)=\sum_k c_k\prod_{l\ne k}(z-e_l),\qquad P(z)=G(z)\prod_k(z-e_k)\quad\text{for nonreal } z.$$

Each term of $P$ has degree at most $r-1$. At $z=e_k$ every term but the $k$-th contains a zero factor, so

$$P(e_k)=c_k\prod_{l\neq k}(e_k-e_l).$$

Suppose $G(z_j)=0$ for all $j$. Then $P$ has $r$ distinct roots and degree below $r$, hence $P=0$. The product in $P(e_k)$ is nonzero because the poles are distinct, so every $c_k=0$. The square matrix $K_{jk}=1/(z_j-e_k)$ therefore has trivial kernel and is invertible, which proves the claim.

The fermionic Matsubara frequencies $i(2n+1)\pi/\beta$, with $\beta$ the inverse temperature, qualify as samples: $2n+1$ is odd, hence never zero, and different $n$ give different values.

With $m<r$ nonreal samples, $K$ is an $m\times r$ matrix and has a kernel vector $c\ne0$. Its $G$ vanishes at every sample. It cannot vanish at all nonreal points, since $r$ distinct ones would force $c=0$. Here $c$ may be complex. If the coefficients are known to be real, as for a diagonal component of a Green's function, then $G(\bar z)=\overline{G(z)}$. Each sample then also gives the value at the conjugate point, and fewer than $r$ samples can suffice.

Distinct poles are needed. For $r=2$ and $e_0=e_1=0$, the coefficients $(1,-1)$ give $G=0$ at every nonreal point, just as $(0,0)$ does.

Nonreality serves only to keep the denominators nonzero, so the same argument works for distinct samples anywhere away from the poles. Bosonic frequencies $2\pi i n/\beta$ are thus allowed too, including $n=0$ if no pole lies at zero.

For imaginary-axis calculations this means that, with a fixed finite pole set, as many frequencies as poles suffice to determine the coefficients. The name "discrete Lehmann representation" usually also implies poles and frequencies selected to control the approximation error; here both are arbitrary, and $K$ may be badly conditioned.

## The pole sum and its sampling map in Lean

The number of poles is `r`; a separate `m` counts samples, so that the two can differ.

```lean
import Mathlib

open Polynomial

namespace DiscreteLehmann

noncomputable section

variable {r m : ℕ}
```

The type of `e` makes the poles real, while `c` and `z` are complex.

```lean
/-- The discrete Lehmann representation `G(z) = ∑ₖ cₖ / (z - eₖ)` with real poles `eₖ` and
complex coefficients `cₖ`, meant for `z` different from every pole. -/
def lehmann (e : Fin r → ℝ) (c : Fin r → ℂ) (z : ℂ) : ℂ :=
  ∑ k, c k / (z - (e k : ℂ))
```

The polynomial $P$ is defined without any division.

```lean
/-- The numerator polynomial obtained by bringing the pole sum to a common denominator. -/
def numerator (e : Fin r → ℝ) (c : Fin r → ℂ) : ℂ[X] :=
  ∑ k, C (c k) * ∏ l ∈ Finset.univ.erase k, (X - C (e l : ℂ))
```

The integer `n` may be negative, which covers both halves of the imaginary axis.

```lean
/-- The fermionic Matsubara frequency `i (2n+1) π / β` on the imaginary axis, for inverse
temperature `β ≠ 0`. -/
def matsubara (β : ℝ) (n : ℤ) : ℂ :=
  (((2 * (n : ℝ) + 1) * Real.pi / β : ℝ) : ℂ) * Complex.I
```

The matrix $K$ appears as a linear map from coefficients to sampled values.

```lean
/-- The linear map that takes the coefficients to the values of the Lehmann representation
at the points `zⱼ`, meant for points different from every pole. -/
def sampling (e : Fin r → ℝ) (z : Fin m → ℂ) : (Fin r → ℂ) →ₗ[ℂ] (Fin m → ℂ) where
  toFun c j := lehmann e c (z j)
  map_add' c d := by
    funext j
    simp [lehmann, add_div, Finset.sum_add_distrib]
  map_smul' a c := by
    funext j
    simp [lehmann, mul_div_assoc, Finset.mul_sum]
```

## From vanishing samples to unique coefficients

The first lemma is $P=G\prod_k(z-e_k)$, proved term by term: the factor $z-e_k$ is split off the full product and cancelled against the denominator.

```lean
/-- At a nonreal point the numerator is the Lehmann representation times the product of all
differences `z - eₖ`. -/
theorem eval_numerator (e : Fin r → ℝ) (c : Fin r → ℂ) {z : ℂ} (hz : z.im ≠ 0) :
    (numerator e c).eval z = lehmann e c z * ∏ k, (z - (e k : ℂ)) := by
  simp only [numerator, lehmann, Polynomial.eval_finsetSum, eval_mul, eval_C, eval_prod, eval_sub,
    eval_X, Finset.sum_mul]
  refine Finset.sum_congr rfl fun k _ => ?_
  -- a nonreal point never meets a real pole
  have hk : z - (e k : ℂ) ≠ 0 := by
    intro h
    apply hz
    rw [sub_eq_zero.1 h, Complex.ofReal_im]
  rw [← Finset.mul_prod_erase Finset.univ (fun l => z - (e l : ℂ)) (Finset.mem_univ k)]
  field_simp
```

At a pole, `Finset.sum_eq_single` keeps the one surviving term.

```lean
/-- At the pole `eₖ` the numerator isolates the coefficient `cₖ`, multiplied by the
differences between `eₖ` and the other poles. -/
theorem eval_numerator_pole (e : Fin r → ℝ) (c : Fin r → ℂ) (k : Fin r) :
    (numerator e c).eval (e k : ℂ) =
      c k * ∏ l ∈ Finset.univ.erase k, ((e k : ℂ) - (e l : ℂ)) := by
  simp only [numerator, Polynomial.eval_finsetSum, eval_mul, eval_C, eval_prod, eval_sub, eval_X]
  refine Finset.sum_eq_single k ?_ ?_
  · intro i _ hi
    exact mul_eq_zero_of_right _ (Finset.prod_eq_zero
      (Finset.mem_erase.2 ⟨hi.symm, Finset.mem_univ k⟩) (sub_self _))
  · intro h
    exact absurd (Finset.mem_univ k) h
```

The degree bound needs at least one pole.

```lean
/-- For a positive number `r` of poles, the numerator has degree below `r`. -/
theorem natDegree_numerator_lt (e : Fin r → ℝ) (c : Fin r → ℂ) (hr : 0 < r) :
    (numerator e c).natDegree < r := by
  have h : (numerator e c).natDegree ≤ r - 1 := by
    unfold numerator
    refine natDegree_sum_le_of_forall_le _ _ fun k _ => ?_
    refine (natDegree_C_mul_le _ _).trans ((natDegree_prod_le _ _).trans ?_)
    simp [Finset.card_erase_of_mem]
  omega
```

Now the root count. Distinctness is expressed by `Function.Injective`, for poles and samples alike. The proof first obtains $P=0$, then reads off each coefficient at its pole.

```lean
/-- If a Lehmann representation with `r` distinct real poles vanishes at `r` distinct
nonreal points, then all its coefficients are zero. -/
theorem coefficients_eq_zero {e : Fin r → ℝ} {z : Fin r → ℂ} {c : Fin r → ℂ}
    (he : Function.Injective e) (hz : Function.Injective z) (him : ∀ j, (z j).im ≠ 0)
    (h : ∀ j, lehmann e c (z j) = 0) : c = 0 := by
  funext k
  -- the numerator has more roots than its degree allows
  have hP : numerator e c = 0 :=
    eq_zero_of_natDegree_lt_card_of_eval_eq_zero (numerator e c) hz
      (fun j => by rw [eval_numerator e c (him j), h j, zero_mul])
      (by simpa using natDegree_numerator_lt e c (Nat.zero_lt_of_lt k.isLt))
  -- evaluation at a pole reads off its coefficient
  have hk := eval_numerator_pole e c k
  rw [hP, eval_zero] at hk
  refine (mul_eq_zero.1 hk.symm).resolve_right (Finset.prod_ne_zero_iff.2 fun l hl => ?_)
  exact sub_ne_zero.2 fun hkl =>
    Finset.ne_of_mem_erase hl (he (Complex.ofReal_injective hkl)).symm
```

In the main theorem, `∃!` says that a coefficient vector exists and is unique. The previous lemma makes `sampling e z` injective; equal finite dimensions make it surjective, which supplies the solution for `y`.

```lean
/-- For `r` distinct real poles and `r` distinct nonreal sampling points, any complex data
are reproduced by exactly one coefficient vector of the discrete Lehmann representation. -/
theorem existsUnique_coefficients {e : Fin r → ℝ} {z : Fin r → ℂ}
    (he : Function.Injective e) (hz : Function.Injective z) (him : ∀ j, (z j).im ≠ 0)
    (y : Fin r → ℂ) : ∃! c : Fin r → ℂ, ∀ j, lehmann e c (z j) = y j := by
  have hinj : Function.Injective (sampling e z) := by
    rw [injective_iff_map_eq_zero]
    exact fun c hc => coefficients_eq_zero he hz him fun j => congrFun hc j
  -- in equal finite dimensions, uniqueness gives existence
  obtain ⟨c, hc⟩ := LinearMap.injective_iff_surjective.1 hinj y
  refine ⟨c, fun j => congrFun hc j, fun d hd => hinj ?_⟩
  rw [hc]
  funext j
  exact hd j
```

## Matsubara samples, and too few samples

Two lemmas establish the properties required of the frequencies. They assume only `β ≠ 0`, which includes every finite positive temperature.

```lean
/-- Fermionic Matsubara frequencies are nonreal when `β ≠ 0`. -/
theorem matsubara_im_ne_zero {β : ℝ} (hβ : β ≠ 0) (n : ℤ) : (matsubara β n).im ≠ 0 := by
  rw [matsubara, Complex.im_ofReal_mul, Complex.I_im, mul_one]
  have hn : (2 * n + 1 : ℤ) ≠ 0 := by omega
  have hn' : 2 * (n : ℝ) + 1 ≠ 0 := by exact_mod_cast hn
  exact div_ne_zero (mul_ne_zero hn' Real.pi_ne_zero) hβ

/-- Different integers label different fermionic Matsubara frequencies when `β ≠ 0`. -/
theorem matsubara_injective {β : ℝ} (hβ : β ≠ 0) : Function.Injective (matsubara β) := by
  intro a b h
  have h1 := congrArg Complex.im h
  simp only [matsubara, Complex.im_ofReal_mul, Complex.I_im, mul_one] at h1
  have h2 := mul_right_cancel₀ Real.pi_ne_zero ((div_left_inj' hβ).1 h1)
  have h3 : (a : ℝ) = b := by linarith
  exact_mod_cast h3
```

The main theorem then applies to any `r` distinct integer labels, consecutive or not.

```lean
/-- At nonzero `β`, data at any `r` distinct fermionic Matsubara frequencies fix exactly one
coefficient vector for `r` distinct real poles. -/
theorem existsUnique_coefficients_matsubara {e : Fin r → ℝ} {β : ℝ} {n : Fin r → ℤ}
    (he : Function.Injective e) (hβ : β ≠ 0) (hn : Function.Injective n) (y : Fin r → ℂ) :
    ∃! c : Fin r → ℂ, ∀ j, lehmann e c (matsubara β (n j)) = y j :=
  existsUnique_coefficients he (fun _ _ h => hn (matsubara_injective hβ h))
    (fun j => matsubara_im_ne_zero hβ (n j)) y
```

In the last theorem the type `{w : ℂ // w.im ≠ 0}` carries the nonreality of each sample, and samples may repeat. Comparing dimensions yields the nonzero kernel vector. If its pole sum vanished at every nonreal point, it would vanish at the Matsubara frequencies with `β = 1` and labels $0,\dots,r-1$, contradicting `coefficients_eq_zero`.

```lean
/-- With fewer nonreal samples than distinct real poles, some Lehmann representation
vanishes at every sample and yet is nonzero at another nonreal point. -/
theorem fewer_samples_ambiguous {e : Fin r → ℝ} (he : Function.Injective e) (hm : m < r)
    (z : Fin m → {w : ℂ // w.im ≠ 0}) :
    ∃ c : Fin r → ℂ, (∀ j, lehmann e c (z j : ℂ) = 0) ∧
      ∃ w : ℂ, w.im ≠ 0 ∧ lehmann e c w ≠ 0 := by
  -- the sampling map lowers the dimension, so it has a kernel
  have hni : ¬ Function.Injective (sampling e (fun j => (z j : ℂ))) := by
    intro h
    have hd := LinearMap.finrank_le_finrank_of_injective h
    simp only [Module.finrank_fin_fun] at hd
    omega
  rw [injective_iff_map_eq_zero] at hni
  simp only [not_forall] at hni
  obtain ⟨c, hc, hc0⟩ := hni
  refine ⟨c, fun j => congrFun hc j, ?_⟩
  by_contra hw
  have hw' : ∀ w : ℂ, w.im ≠ 0 → lehmann e c w = 0 :=
    fun w h => by_contra fun h' => hw ⟨w, h, h'⟩
  -- otherwise it would vanish at `r` Matsubara frequencies
  have hinj : Function.Injective (fun j : Fin r => matsubara 1 ((j : ℕ) : ℤ)) := by
    intro a b h
    have hab : ((a : ℕ) : ℤ) = ((b : ℕ) : ℤ) := matsubara_injective (β := 1) one_ne_zero h
    exact Fin.ext (by omega)
  exact hc0 (coefficients_eq_zero he hinj
    (fun j => matsubara_im_ne_zero one_ne_zero _)
    (fun j => hw' _ (matsubara_im_ne_zero one_ne_zero _)))

end

end DiscreteLehmann
```

```lean
#print axioms DiscreteLehmann.existsUnique_coefficients
#print axioms DiscreteLehmann.existsUnique_coefficients_matsubara
#print axioms DiscreteLehmann.fewer_samples_ambiguous
```

```
'DiscreteLehmann.existsUnique_coefficients' depends on axioms: [propext, Classical.choice, Quot.sound]
'DiscreteLehmann.existsUnique_coefficients_matsubara' depends on axioms: [propext, Classical.choice, Quot.sound]
'DiscreteLehmann.fewer_samples_ambiguous' depends on axioms: [propext, Classical.choice, Quot.sound]
```
